# The connected four-point function of zero-dimensional φ⁴ theory is negative at every positive coupling

## Replacing a fourth moment by a squared variance

To close a hierarchy of moment equations, one often replaces $\langle x^4\rangle$ by $3\langle x^2\rangle^2$, as if $x$ were a Gaussian variable with zero mean. For a single variable whose action consists of a quadratic term and a quartic term of positive coupling, this replacement always gives too large a value when the exact $\langle x^2\rangle$ is inserted. The sign of that error is therefore known before any integral is computed. In a closed hierarchy $\langle x^2\rangle$ is itself approximate, and the error in the resulting $\langle x^4\rangle$ can then have either sign: it is positive for a positive quadratic coefficient and negative for a negative one.

The variable $x$ is a real field at a single point, with action and moments

$$S(x)=\frac{a x^2}{2}+\frac{g x^4}{24},\qquad M_k=\int_{-\infty}^{\infty}x^k e^{-S(x)}\,dx .$$

Here $a$ is the quadratic coefficient, $g$ is the coupling, and $\langle x^k\rangle=M_k/M_0$. The four-point case of Wick's rule sums over the three pairings of four fields and gives $\langle x^4\rangle=3\langle x^2\rangle^2$. "Wick's rule" means this case below; its failure is enough to show that Wick factorisation does not hold at every order.

The same kind of replacement is made in Gaussian approximations to interacting fields, but the sign is established here only for one classical variable. The step to a lattice or continuum field, with many coupled variables, needs a separate argument.

## What is claimed, and for which actions

The main theorem, `four_point_lt_wick`, says that for every real $a$ and every $g>0$

$$M_0M_4<3M_2^2 .$$

The usual single-well example has $a=1$. Negative $a$, which gives a double well, is included.

In Lean, `action a g x` is $S(x)$, `moment a g k` is the unnormalised $M_k$, and `corr a g k` is $\langle x^k\rangle$. The name `corr` thus stands for a plain expectation value, with nothing subtracted. The subtraction is made in `connectedFour`, the full fourth cumulant

$$\kappa_4=\langle x^4\rangle-4\langle x^3\rangle\langle x\rangle-3\langle x^2\rangle^2+12\langle x^2\rangle\langle x\rangle^2-6\langle x\rangle^4 .$$

The theorem `connectedFour_neg` states that $\kappa_4<0$ for every real $a$ and every $g>0$.

The condition `Confining a g` says that $g>0$, or that $g=0$ and $a>0$. Physically, the action rises fast enough at large $|x|$ for the weight $e^{-S}$ to be normalisable. Under this condition, `wick_rule_iff_free` states that $\langle x^4\rangle=3\langle x^2\rangle^2$ holds if and only if $g=0$.

The action is dimensionless, with $\hbar$ or the temperature absorbed into it, and the factor $1/24=1/4!$ fixes the normalisation of $g$.

## The sign from one integration by parts

**Convergence.** For $g>0$, completing the square gives

$$S(x)-x^2+\frac{6(a/2-1)^2}{g}=\frac{\bigl(gx^2+12(a/2-1)\bigr)^2}{24g}\ge 0 .$$

So $e^{-S}$ lies below a constant times $e^{-x^2}$, and every moment converges. For $g=0$ and $a>0$ the weight is itself Gaussian.

**A strict inequality.** $M_2$ is positive, since its integrand is continuous, non-negative and not identically zero. For any real $t$ the same holds for the integrand in

$$0<\int x^2(x^2-t)^2e^{-S}\,dx=M_6-2tM_4+t^2M_2 .$$

Setting $t=M_4/M_2$ and multiplying by $M_2$ gives $M_4^2<M_2M_6$.

**Two moment equations.** Since $S'(x)=ax+gx^3/6$, the integral of the total derivative of $x^{k+1}e^{-S}$ gives

$$(k+1)M_k=aM_{k+2}+\frac g6M_{k+4}.$$

For $k=0$ and $k=2$ this reads

$$M_0=aM_2+\frac g6M_4,\qquad 3M_2=aM_4+\frac g6M_6 .$$

Multiply the first equation by $M_4$ and the second by $M_2$, then subtract. The terms in $a$ cancel:

$$M_0M_4-3M_2^2=\frac g6\left(M_4^2-M_2M_6\right).$$

The bracket is negative, so the left side is negative for $g>0$.

**The cumulant.** The action is even, so $M_1=M_3=0$ and

$$\kappa_4=\frac{M_0M_4-3M_2^2}{M_0^2}.$$

This has the sign just found. It vanishes only if $g=0$, because the bracket is never zero.

## The complete Lean file

```lean
import Mathlib

open MeasureTheory

namespace PhiFourWickFailure

noncomputable section

/-- The action `a x²/2 + g x⁴/24` of zero-dimensional φ⁴ theory. -/
def action (a g x : ℝ) : ℝ := a * x ^ 2 / 2 + g * x ^ 4 / 24

/-- The action confines the field: the coupling is positive, or it vanishes and the
quadratic coefficient is positive. -/
def Confining (a g : ℝ) : Prop := 0 < g ∨ (g = 0 ∧ 0 < a)

/-- The unnormalised moment `M_k`, the integral of `x^k exp(-action)` over the real line. -/
def moment (a g : ℝ) (k : ℕ) : ℝ := ∫ x : ℝ, x ^ k * Real.exp (-action a g x)

/-- The normalised expectation value of `x^k`, meant for a nonzero partition function `M_0`. -/
def corr (a g : ℝ) (k : ℕ) : ℝ := moment a g k / moment a g 0

/-- The connected four-point function: the fourth cumulant of the field, odd terms included,
meant for a nonzero partition function `M_0`. -/
def connectedFour (a g : ℝ) : ℝ :=
  corr a g 4 - 4 * corr a g 3 * corr a g 1 - 3 * corr a g 2 ^ 2
    + 12 * corr a g 2 * corr a g 1 ^ 2 - 6 * corr a g 1 ^ 4

/-- For a confining action every moment integral converges. -/
theorem integrable_moment {a g : ℝ} (h : Confining a g) (k : ℕ) :
    Integrable (fun x : ℝ => x ^ k * Real.exp (-action a g x)) := by
  -- the action lies above a parabola
  obtain ⟨c, C, hc, hS⟩ : ∃ c C : ℝ, 0 < c ∧ ∀ x, c * x ^ 2 - C ≤ action a g x := by
    rcases h with hg | ⟨rfl, ha⟩
    · refine ⟨1, 6 * (a / 2 - 1) ^ 2 / g, one_pos, fun x => ?_⟩
      have e : action a g x - (1 * x ^ 2 - 6 * (a / 2 - 1) ^ 2 / g)
          = (g * x ^ 2 + 12 * (a / 2 - 1)) ^ 2 / (24 * g) := by
        unfold action
        field_simp
        ring
      have p : 0 ≤ (g * x ^ 2 + 12 * (a / 2 - 1)) ^ 2 / (24 * g) := by positivity
      linarith
    · exact ⟨a / 2, 0, by linarith, fun x => le_of_eq (by unfold action; ring)⟩
  have base : Integrable (fun x : ℝ => x ^ k * Real.exp (-c * x ^ 2)) := by
    have hk : (-1 : ℝ) < (k : ℝ) := by
      have : (0 : ℝ) ≤ k := Nat.cast_nonneg k
      linarith
    simpa only [Real.rpow_natCast] using integrable_rpow_mul_exp_neg_mul_sq hc hk
  -- domination by a Gaussian
  refine (base.norm.const_mul (Real.exp C)).mono'
    (Continuous.aestronglyMeasurable (by unfold action; fun_prop)) (ae_of_all _ fun x => ?_)
  simp only [norm_mul, Real.norm_eq_abs, Real.abs_exp]
  have hE : Real.exp (-action a g x) ≤ Real.exp C * Real.exp (-c * x ^ 2) := by
    rw [← Real.exp_add]
    exact Real.exp_le_exp.2 (by linarith [hS x])
  calc _ ≤ |x ^ k| * (Real.exp C * Real.exp (-c * x ^ 2)) :=
        mul_le_mul_of_nonneg_left hE (abs_nonneg _)
    _ = _ := by ring

/-- A continuous, integrable, non-negative function that is nonzero at some point has a
positive integral. -/
theorem integral_pos_of_point {f : ℝ → ℝ} (hc : Continuous f) (hi : Integrable f)
    (h0 : ∀ x, 0 ≤ f x) (x : ℝ) (hx : f x ≠ 0) : 0 < ∫ y, f y :=
  (integral_pos_iff_support_of_nonneg h0 hi).2
    (hc.isOpen_support.measure_pos volume ⟨x, hx⟩)

/-- For a confining action every even moment is positive. -/
theorem moment_even_pos {a g : ℝ} (h : Confining a g) (k : ℕ) :
    0 < moment a g (2 * k) :=
  integral_pos_of_point (by unfold action; fun_prop) (integrable_moment h (2 * k))
    (fun x => mul_nonneg ((even_two_mul k).pow_nonneg x) (Real.exp_pos _).le) 1 (by simp)

/-- For a confining action the moments obey the strict Cauchy-Schwarz inequality
`M_4² < M_2 M_6`. -/
theorem moment_four_sq_lt {a g : ℝ} (h : Confining a g) :
    moment a g 4 ^ 2 < moment a g 2 * moment a g 6 := by
  have hI := integrable_moment h
  have h2 : 0 < moment a g 2 := moment_even_pos h 1
  obtain ⟨t, ht⟩ : ∃ t, t * moment a g 2 = moment a g 4 :=
    ⟨moment a g 4 / moment a g 2, div_mul_cancel₀ _ h2.ne'⟩
  -- the weighted mean square of x² - t is positive
  have i1 : Integrable (fun x : ℝ => x ^ 6 * Real.exp (-action a g x)
      - 2 * t * (x ^ 4 * Real.exp (-action a g x))) := (hI 6).sub ((hI 4).const_mul (2 * t))
  have i2 : Integrable (fun x : ℝ => t ^ 2 * (x ^ 2 * Real.exp (-action a g x))) :=
    (hI 2).const_mul (t ^ 2)
  have e : ∀ x : ℝ, x ^ 6 * Real.exp (-action a g x)
      - 2 * t * (x ^ 4 * Real.exp (-action a g x)) + t ^ 2 * (x ^ 2 * Real.exp (-action a g x))
      = x ^ 2 * (x ^ 2 - t) ^ 2 * Real.exp (-action a g x) := fun x => by ring
  have pos : 0 < ∫ x : ℝ, (x ^ 6 * Real.exp (-action a g x)
      - 2 * t * (x ^ 4 * Real.exp (-action a g x))
      + t ^ 2 * (x ^ 2 * Real.exp (-action a g x))) := by
    refine integral_pos_of_point (by unfold action; fun_prop) (i1.add i2)
      (fun x => ?_) (|t| + 1) ?_
    · rw [e]
      positivity
    · rw [e]
      have hx : (|t| + 1) ^ 2 - t ≠ 0 := by
        nlinarith [abs_nonneg t, le_abs_self t, sq_nonneg |t|] |> fun
          (q : 0 < (|t| + 1) ^ 2 - t) => q.ne'
      have hy : |t| + 1 ≠ 0 := by positivity
      exact mul_ne_zero (mul_ne_zero (pow_ne_zero 2 hy) (pow_ne_zero 2 hx)) (Real.exp_ne_zero _)
  rw [integral_add i1 i2, integral_sub (hI 6) ((hI 4).const_mul (2 * t)),
    integral_const_mul, integral_const_mul] at pos
  change 0 < moment a g 6 - 2 * t * moment a g 4 + t ^ 2 * moment a g 2 at pos
  have key := mul_pos h2 pos
  have e2 : moment a g 2 * (moment a g 6 - 2 * t * moment a g 4 + t ^ 2 * moment a g 2)
      = moment a g 2 * moment a g 6 - moment a g 4 ^ 2 := by
    linear_combination (t * moment a g 2 - moment a g 4) * ht
  linarith

/-- For a confining action the violation of Wick's rule is exactly
`M_0 M_4 - 3 M_2² = (g/6) (M_4² - M_2 M_6)`. -/
theorem wick_defect {a g : ℝ} (h : Confining a g) :
    moment a g 0 * moment a g 4 - 3 * moment a g 2 ^ 2
      = g / 6 * (moment a g 4 ^ 2 - moment a g 2 * moment a g 6) := by
  have hI := integrable_moment h
  -- integrate the total derivative of x^(k+1) exp(-action)
  have parts : ∀ k : ℕ, ((k : ℝ) + 1) * moment a g k
      = a * moment a g (k + 2) + g / 6 * moment a g (k + 4) := by
    intro k
    have i0 := (hI k).const_mul ((k : ℝ) + 1)
    have i1 := (hI (k + 2)).const_mul a
    have i2 := (hI (k + 4)).const_mul (g / 6)
    have i12 : Integrable (fun x : ℝ => a * (x ^ (k + 2) * Real.exp (-action a g x))
        + g / 6 * (x ^ (k + 4) * Real.exp (-action a g x))) := i1.add i2
    have hd : ∀ x : ℝ, HasDerivAt (fun y : ℝ => y ^ (k + 1) * Real.exp (-action a g y))
        (((k : ℝ) + 1) * (x ^ k * Real.exp (-action a g x))
          - (a * (x ^ (k + 2) * Real.exp (-action a g x))
            + g / 6 * (x ^ (k + 4) * Real.exp (-action a g x)))) x := by
      intro x
      have p2 : HasDerivAt (fun y : ℝ => y ^ 2) (2 * x) x := by simpa using hasDerivAt_pow 2 x
      have p4 : HasDerivAt (fun y : ℝ => y ^ 4) (4 * x ^ 3) x := by
        simpa using hasDerivAt_pow 4 x
      have hp : HasDerivAt (fun y : ℝ => y ^ (k + 1)) (((k : ℝ) + 1) * x ^ k) x := by
        simpa using hasDerivAt_pow (k + 1) x
      have hS : HasDerivAt (fun y : ℝ => -action a g y) (-(a * x + g * x ^ 3 / 6)) x :=
        (((p2.const_mul a).div_const 2).fun_add
          ((p4.const_mul g).div_const 24)).fun_neg.congr_deriv (by ring)
      exact (hp.fun_mul hS.exp).congr_deriv (by ring)
    have z := integral_eq_zero_of_hasDerivAt_of_integrable hd (i0.sub i12) (hI (k + 1))
    rw [integral_sub i0 i12, integral_add i1 i2, integral_const_mul, integral_const_mul,
      integral_const_mul] at z
    unfold moment
    linarith
  have s0 : moment a g 0 = a * moment a g 2 + g / 6 * moment a g 4 := by simpa using parts 0
  have s2 : 3 * moment a g 2 = a * moment a g 4 + g / 6 * moment a g 6 := by
    have := parts 2
    norm_num at this
    linarith
  linear_combination moment a g 4 * s0 - moment a g 2 * s2

/-- At every positive coupling, and for any real quadratic coefficient,
`M_0 M_4 < 3 M_2²` strictly. -/
theorem four_point_lt_wick (a : ℝ) {g : ℝ} (hg : 0 < g) :
    moment a g 0 * moment a g 4 < 3 * moment a g 2 ^ 2 := by
  have d := wick_defect (a := a) (Or.inl hg)
  have p := mul_pos hg (sub_pos.2 (moment_four_sq_lt (a := a) (Or.inl hg)))
  linarith

/-- For a confining action the connected four-point function times `M_0²` equals
`M_0 M_4 - 3 M_2²`. -/
theorem connectedFour_mul {a g : ℝ} (h : Confining a g) :
    connectedFour a g * moment a g 0 ^ 2
      = moment a g 0 * moment a g 4 - 3 * moment a g 2 ^ 2 := by
  have h0 : moment a g 0 ≠ 0 := (moment_even_pos h 0).ne'
  -- odd moments vanish under the reflection x ↦ -x
  have hodd : ∀ k : ℕ, Odd k → moment a g k = 0 := by
    intro k hk
    have r : ∫ x : ℝ, (-x) ^ k * Real.exp (-action a g (-x))
        = ∫ x : ℝ, x ^ k * Real.exp (-action a g x) :=
      integral_neg_eq_self (fun x : ℝ => x ^ k * Real.exp (-action a g x)) volume
    have e : (fun x : ℝ => (-x) ^ k * Real.exp (-action a g (-x)))
        = fun x : ℝ => -(x ^ k * Real.exp (-action a g x)) := by
      funext x
      have s : action a g (-x) = action a g x := by unfold action; ring
      rw [hk.neg_pow, s]
      ring
    rw [e, integral_neg] at r
    unfold moment
    linarith
  have c1 : corr a g 1 = 0 := by simp [corr, hodd 1 (by decide)]
  have c3 : corr a g 3 = 0 := by simp [corr, hodd 3 (by decide)]
  have c2 : corr a g 2 * moment a g 0 = moment a g 2 := div_mul_cancel₀ _ h0
  have c4 : corr a g 4 * moment a g 0 = moment a g 4 := div_mul_cancel₀ _ h0
  unfold connectedFour
  rw [c1, c3, ← c2, ← c4]
  ring

/-- The connected four-point function is negative at every positive coupling, for any real
quadratic coefficient. -/
theorem connectedFour_neg (a : ℝ) {g : ℝ} (hg : 0 < g) : connectedFour a g < 0 := by
  by_contra hn
  have p := mul_nonneg (not_lt.1 hn) (sq_nonneg (moment a g 0))
  rw [connectedFour_mul (Or.inl hg)] at p
  linarith [four_point_lt_wick a hg]

/-- For a confining action, Wick's rule `⟨x⁴⟩ = 3 ⟨x²⟩²` holds exactly when the coupling
vanishes. -/
theorem wick_rule_iff_free {a g : ℝ} (h : Confining a g) :
    corr a g 4 = 3 * corr a g 2 ^ 2 ↔ g = 0 := by
  have h0 : moment a g 0 ≠ 0 := (moment_even_pos h 0).ne'
  have c2 : corr a g 2 * moment a g 0 = moment a g 2 := div_mul_cancel₀ _ h0
  have c4 : corr a g 4 * moment a g 0 = moment a g 4 := div_mul_cancel₀ _ h0
  have e : (corr a g 4 - 3 * corr a g 2 ^ 2) * moment a g 0 ^ 2
      = g / 6 * (moment a g 4 ^ 2 - moment a g 2 * moment a g 6) := by
    rw [← wick_defect h, ← c2, ← c4]
    ring
  constructor
  · intro w
    rw [w, sub_self, zero_mul] at e
    rcases mul_eq_zero.1 e.symm with hg | hm
    · linarith
    · linarith [moment_four_sq_lt h]
  · intro hg
    have z : (corr a g 4 - 3 * corr a g 2 ^ 2) * moment a g 0 ^ 2 = 0 := by
      rw [e, hg, zero_div, zero_mul]
    exact sub_eq_zero.1 ((mul_eq_zero.1 z).resolve_right (pow_ne_zero 2 h0))

end

end PhiFourWickFailure
```

```lean
#print axioms PhiFourWickFailure.connectedFour_neg
#print axioms PhiFourWickFailure.wick_rule_iff_free
```

```
'PhiFourWickFailure.connectedFour_neg' depends on axioms: [propext, Classical.choice, Quot.sound]
'PhiFourWickFailure.wick_rule_iff_free' depends on axioms: [propext, Classical.choice, Quot.sound]
```

## From the integrals to the Lean lemmas

`integrable_moment` finds constants with $cx^2-C\le S(x)$ and $c>0$, treating the two cases of `Confining` separately. It then dominates the integrand by a Gaussian one, using `mono'`.

`integral_pos_of_point` supplies the strict positivity. Where a continuous function is nonzero at one point, it is nonzero on an open set, which has positive length. `moment_even_pos` applies this at $x=1$.

`moment_four_sq_lt` introduces $t$ through `t * moment a g 2 = moment a g 4`. The point used for positivity is $|t|+1$, which is nonzero and whose square exceeds $t$. Linearity of the integral turns the result into moments, and `linear_combination` carries out the substitution for $t$.

`wick_defect` contains the integration by parts as the local statement `parts`. The derivative is computed with `HasDerivAt`. Boundary terms need no separate limit: `integral_eq_zero_of_hasDerivAt_of_integrable` requires only that the function and its derivative be integrable. The equations `s0` and `s2` are the cases $k=0$ and $k=2$, and the final `linear_combination` is the multiplication and subtraction made above.

`four_point_lt_wick` combines this identity with the strict inequality. `connectedFour_mul` proves that odd moments vanish under $x\mapsto-x$ and clears the denominators, giving $\kappa_4M_0^2=M_0M_4-3M_2^2$. In `connectedFour_neg`, a non-negative $\kappa_4$ would make the right side non-negative, which contradicts the main inequality.

For `wick_rule_iff_free`, Wick's rule makes the product of $g/6$ and $M_4^2-M_2M_6$ vanish. The second factor is strictly negative, so $g=0$. Conversely, $g=0$ makes the product zero, and dividing by $M_0^2\neq0$ returns Wick's rule.
